# Averaging independent walker populations leaves the squared bias in the mean-square error

## Independence as a product of weights

For the mean-square error of an average it is enough to assume that the covariances between runs vanish, which is weaker than independence. Here independence itself is modelled, by constructing the joint distribution of the runs. One walker population is a point $\omega$ of a finite set $\Omega$ with real weights $p(\omega)$ that sum to one. A list of $M$ copies, $x=(x_0,\dots,x_{M-1})$, has weight $\prod_i p(x_i)$.

Let $R(\omega)$ be the estimate from one population, such as a weighted energy, and $\theta$ the target value. Write $E$ for expectation, $\mu=E R$, $V=E(R-\mu)^2$ and $\bar R=\frac1M\sum_i R(x_i)$. For $M>0$,

$$E(\bar R-\theta)^2=(\mu-\theta)^2+\frac{V}{M}.$$

In diffusion Monte Carlo terms, and for independent populations of fixed size, averaging more of the population estimates with equal weights reduces the noise $V/M$ but leaves any population bias $\mu-\theta$ unchanged.

## From one copy to $M$ copies

For one copy, expand around $\mu$:

$$E(R-\theta)^2=E(R-\mu)^2+2(\mu-\theta)\,E(R-\mu)+(\mu-\theta)^2=V+(\mu-\theta)^2,$$

since $E(R-\mu)=0$.

For the sum $S_M=\sum_i R(x_i)$ and any real $c$, the claim is

$$E(S_M-c)^2=(M\mu-c)^2+MV.$$

At $M=0$ both sides are $c^2$. For $M+1$ copies, hold the first at $a$. The other $M$ copies then have offset $c-R(a)$, and the claim for $M$ gives

$$(M\mu-c+R(a))^2+MV=\bigl(R(a)-(c-M\mu)\bigr)^2+MV.$$

Averaging over $a$ with the one-copy formula, whose target is now $c-M\mu$, gives $((M+1)\mu-c)^2+(M+1)V$. Finally, set $c=M\theta$ and divide by $M^2$.

## The chance of hitting the target

As $M\to\infty$ the error tends to $(\mu-\theta)^2$. Suppose also that $p\ge0$ and $\varepsilon<|\mu-\theta|$, and put $d=|\mu-\theta|-\varepsilon>0$. If $|\bar R-\theta|\le\varepsilon$, the triangle inequality gives $|\bar R-\mu|\ge d$. The indicator of this event is therefore at most $(\bar R-\mu)^2/d^2$. Taking expectations, and using the error formula with target $\mu$,

$$P(|\bar R-\theta|\le\varepsilon)\le\frac{V}{M d^2}.$$

## Two weighted walkers

A population consists of two independent walkers. Each walker is in one of two states, with probability $1/2$ for each state: one has weight 3 and energy 0, the other weight 1 and energy 1. The target is the ratio of expectations, $\theta=(1/2)/2=1/4$.

The population estimate is the ratio of summed weighted energy to summed weight. Its four equally likely values are $0,\frac14,\frac14,1$, so $\mu=3/8$ and the bias is $1/8$. The variance is $V=\frac{9}{32}-\frac{9}{64}=\frac{9}{64}$, and the error is

$$\frac1{64}+\frac{9}{64M}.$$

At $M=9$ noise and squared bias contribute equally, for a total of $1/32$.

## The statement in Lean

`mean p f` is $E f$, and `variance p R` is $V$. A list of copies is a function `Fin M → Ω`, weighted by `copies p M`; `runAverage` is $\bar R$. The error `mse` and the probability `hitProbability` are explicit sums over all such lists.

The error formula assumes only `∑ ω, p ω = 1` and `0 < M`; nonnegative weights enter in the probability bound. The model leaves out correlation between successive generations, the branching dynamics itself, and how the bias depends on the number of walkers.

```lean
import Mathlib

open Filter Topology

namespace PopulationBias

noncomputable section

variable {Ω : Type*} [Fintype Ω]

/-- The expectation of `f` on a finite space with weights `p`. -/
def mean (p f : Ω → ℝ) : ℝ := ∑ ω, p ω * f ω

/-- The variance of `f`: the expected squared deviation from its mean. -/
def variance (p f : Ω → ℝ) : ℝ := mean p (fun ω => (f ω - mean p f) ^ 2)

/-- The joint weights of `M` independent copies of the population. -/
def copies (p : Ω → ℝ) (M : ℕ) (x : Fin M → Ω) : ℝ := ∏ i, p (x i)

/-- The average of the estimator `R` over `M` copies, for `M > 0`. -/
def runAverage {M : ℕ} (R : Ω → ℝ) (x : Fin M → Ω) : ℝ := (∑ i, R (x i)) / M

/-- The mean-square error about the target `θ` of the average over `M` independent copies,
for `M > 0`. -/
def mse (p R : Ω → ℝ) (M : ℕ) (θ : ℝ) : ℝ :=
  mean (copies p M) (fun x => (runAverage R x - θ) ^ 2)

/-- For a probability distribution `p`, the probability that the average over `M` independent copies
lies within `ε` of the target `θ`, for `M > 0`. -/
def hitProbability (p R : Ω → ℝ) (M : ℕ) (θ ε : ℝ) : ℝ :=
  mean (copies p M) (fun x => if |runAverage R x - θ| ≤ ε then 1 else 0)

/-- An expectation over `M + 1` independent copies can be taken over the first copy and the
remaining `M` copies in turn. -/
theorem mean_copies_succ (p : Ω → ℝ) (M : ℕ) (F : (Fin (M + 1) → Ω) → ℝ) :
    mean (copies p (M + 1)) F =
      mean p (fun a => mean (copies p M) (fun x => F (Fin.cons a x))) := by
  unfold mean copies
  rw [← (Fin.consEquiv (fun _ : Fin (M + 1) => Ω)).sum_comp, Fintype.sum_prod_type]
  refine Finset.sum_congr rfl fun a _ => ?_
  rw [Finset.mul_sum]
  refine Finset.sum_congr rfl fun x _ => ?_
  change (∏ i, p ((Fin.cons a x : Fin (M + 1) → Ω) i)) * F (Fin.cons a x) = _
  rw [Fin.prod_univ_succ]
  simp only [Fin.cons_zero, Fin.cons_succ]
  ring

/-- For weights that sum to one, the mean-square error of a single copy is the squared bias
plus the variance. -/
theorem single_copy_error (p : Ω → ℝ) (hp : ∑ ω, p ω = 1) (R : Ω → ℝ) (θ : ℝ) :
    mean p (fun ω => (R ω - θ) ^ 2) = (mean p R - θ) ^ 2 + variance p R := by
  -- expand the square around an arbitrary centre m
  have key : ∀ m : ℝ, ∑ ω, p ω * (R ω - θ) ^ 2 = ∑ ω, p ω * (R ω - m) ^ 2
      + 2 * (m - θ) * (∑ ω, p ω * R ω - m * ∑ ω, p ω) + (m - θ) ^ 2 * ∑ ω, p ω := by
    intro m
    simp only [Finset.mul_sum, ← Finset.sum_add_distrib, ← Finset.sum_sub_distrib]
    refine Finset.sum_congr rfl fun ω _ => ?_
    ring
  have hm : ∑ ω, p ω * R ω = mean p R := rfl
  have h := key (mean p R)
  rw [hp, hm] at h
  change ∑ ω, p ω * (R ω - θ) ^ 2 =
    (mean p R - θ) ^ 2 + ∑ ω, p ω * (R ω - mean p R) ^ 2
  linear_combination h

/-- For weights that sum to one, the summed estimator of `M` independent copies has a
mean-square distance from `c` in which the means add coherently and the variances add
linearly. -/
theorem sum_error (p : Ω → ℝ) (hp : ∑ ω, p ω = 1) (R : Ω → ℝ) (M : ℕ) (c : ℝ) :
    mean (copies p M) (fun x => (∑ i, R (x i) - c) ^ 2) =
      (M * mean p R - c) ^ 2 + M * variance p R := by
  induction M generalizing c with
  | zero => simp [mean, copies]
  | succ M ih =>
    rw [mean_copies_succ]
    -- with the first copy fixed, its value only shifts the offset c
    have h : ∀ a, mean (copies p M)
        (fun x => (∑ i, R ((Fin.cons a x : Fin (M + 1) → Ω) i) - c) ^ 2) =
        (R a - (c - M * mean p R)) ^ 2 + M * variance p R := by
      intro a
      simp only [Fin.sum_univ_succ, Fin.cons_zero, Fin.cons_succ]
      rw [show (fun x : Fin M → Ω => (R a + ∑ i, R (x i) - c) ^ 2) =
        fun x => (∑ i, R (x i) - (c - R a)) ^ 2 from by funext x; ring, ih (c - R a)]
      ring
    have s : ∀ (f : Ω → ℝ) (k : ℝ), mean p (fun a => f a + k) = mean p f + k := by
      intro f k
      simp only [mean, mul_add, Finset.sum_add_distrib, ← Finset.sum_mul, hp, one_mul]
    simp only [h]
    rw [s (fun a => (R a - (c - M * mean p R)) ^ 2), single_copy_error p hp R]
    push_cast
    ring

/-- For weights that sum to one and `M > 0` independent copies, the mean-square error of the
average is the squared bias of one population plus its variance divided by `M`. -/
theorem mse_eq_bias_sq_add_variance_div (p : Ω → ℝ) (hp : ∑ ω, p ω = 1) (R : Ω → ℝ)
    {M : ℕ} (hM : 0 < M) (θ : ℝ) :
    mse p R M θ = (mean p R - θ) ^ 2 + variance p R / M := by
  have hM' : (M : ℝ) ≠ 0 := Nat.cast_ne_zero.mpr hM.ne'
  -- pass from the average to the sum
  have h : mse p R M θ =
      mean (copies p M) (fun x => (∑ i, R (x i) - M * θ) ^ 2) / (M : ℝ) ^ 2 := by
    unfold mse mean runAverage
    rw [Finset.sum_div]
    refine Finset.sum_congr rfl fun x _ => ?_
    have e : (∑ i, R (x i)) / (M : ℝ) - θ = (∑ i, R (x i) - M * θ) / M := by
      rw [sub_div, mul_div_cancel_left₀ _ hM']
    beta_reduce
    rw [e, div_pow, ← mul_div_assoc]
  rw [h, sum_error p hp, ← mul_sub, mul_pow, add_div,
    mul_div_cancel_left₀ _ (pow_ne_zero 2 hM'), pow_two (M : ℝ), mul_div_mul_left _ _ hM']

/-- For weights that sum to one, the mean-square error tends to the squared bias of one
population as the number of independent copies grows. -/
theorem mse_tendsto_bias_sq (p : Ω → ℝ) (hp : ∑ ω, p ω = 1) (R : Ω → ℝ) (θ : ℝ) :
    Tendsto (fun M : ℕ => mse p R M θ) atTop (𝓝 ((mean p R - θ) ^ 2)) := by
  have h : Tendsto (fun M : ℕ => (mean p R - θ) ^ 2 + variance p R / (M : ℝ)) atTop
      (𝓝 ((mean p R - θ) ^ 2 + 0)) :=
    tendsto_const_nhds.add (tendsto_const_div_atTop_nhds_zero_nat _)
  rw [add_zero] at h
  refine h.congr' ?_
  filter_upwards [eventually_gt_atTop 0] with M hM
  exact (mse_eq_bias_sq_add_variance_div p hp R hM θ).symm

/-- For a probability distribution `p`, `M > 0` copies and a tolerance `ε` smaller than the
absolute bias, the probability that the average lies within `ε` of the target is bounded by
a constant divided by `M`. -/
theorem hitProbability_le (p : Ω → ℝ) (hp0 : ∀ ω, 0 ≤ p ω) (hp : ∑ ω, p ω = 1)
    (R : Ω → ℝ) {M : ℕ} (hM : 0 < M) (θ ε : ℝ) (hε : ε < |mean p R - θ|) :
    hitProbability p R M θ ε ≤ variance p R / M / (|mean p R - θ| - ε) ^ 2 := by
  have hC : ∀ x, 0 ≤ copies p M x := fun x => Finset.prod_nonneg fun i _ => hp0 (x i)
  -- an average near θ is far from the mean m, so its squared deviation is large
  have key : ∀ m : ℝ, ε < |m - θ| →
      hitProbability p R M θ ε ≤ mse p R M m / (|m - θ| - ε) ^ 2 := by
    intro m hm
    have hd : 0 < |m - θ| - ε := sub_pos.mpr hm
    simp only [hitProbability, mse, mean]
    rw [Finset.sum_div]
    refine Finset.sum_le_sum fun x _ => ?_
    rw [mul_div_assoc]
    refine mul_le_mul_of_nonneg_left ?_ (hC x)
    split_ifs with h
    · rw [le_div_iff₀ (pow_pos hd 2), one_mul, ← sq_abs (runAverage R x - m)]
      have tri := abs_sub_le m (runAverage R x) θ
      rw [abs_sub_comm m (runAverage R x)] at tri
      exact pow_le_pow_left₀ hd.le (by linarith) 2
    · positivity
  have h := key (mean p R) hε
  rw [mse_eq_bias_sq_add_variance_div p hp R hM, sub_self] at h
  simpa using h

/-- The weight of a walker in a two-state model: 3 in state `true`, 1 in state `false`. -/
def weight (b : Bool) : ℝ := if b then 3 else 1

/-- The local energy in the two-state model: 0 in state `true`, 1 in state `false`. -/
def energy (b : Bool) : ℝ := if b then 0 else 1

/-- The weighted energy estimator of a population of two walkers. -/
def pairEnergy (s : Bool × Bool) : ℝ :=
  (weight s.1 * energy s.1 + weight s.2 * energy s.2) / (weight s.1 + weight s.2)

/-- Two independent walkers, each in either state with probability 1/2, estimate the ratio of
the expected weighted energy to the expected weight. Averaged over `M > 0` independent
populations, the mean-square error is `1/64 + (9/64)/M`. -/
theorem two_walker_mse {M : ℕ} (hM : 0 < M) :
    mse (fun _ : Bool × Bool => 1 / 4) pairEnergy M
      (mean (fun _ => 1 / 2) (fun b => weight b * energy b) / mean (fun _ => 1 / 2) weight) =
      1 / 64 + 9 / 64 / M := by
  have hp : ∑ _s : Bool × Bool, (1 / 4 : ℝ) = 1 := by
    simp only [Fintype.sum_prod_type, Fintype.sum_bool]
    norm_num
  have hθ : mean (fun _ => 1 / 2) (fun b => weight b * energy b) /
      mean (fun _ => 1 / 2) weight = 1 / 4 := by
    simp only [mean, Fintype.sum_bool, weight, energy]
    norm_num
  have hμ : mean (fun _ : Bool × Bool => 1 / 4) pairEnergy = 3 / 8 := by
    simp only [mean, Fintype.sum_prod_type, Fintype.sum_bool, pairEnergy, weight, energy]
    norm_num
  have hV : variance (fun _ : Bool × Bool => 1 / 4) pairEnergy = 9 / 64 := by
    rw [variance, hμ]
    simp only [mean, Fintype.sum_prod_type, Fintype.sum_bool, pairEnergy, weight, energy]
    norm_num
  rw [hθ, mse_eq_bias_sq_add_variance_div _ hp _ hM, hμ, hV]
  ring

end

end PopulationBias
```

```lean
#print axioms PopulationBias.mse_tendsto_bias_sq
#print axioms PopulationBias.hitProbability_le
#print axioms PopulationBias.two_walker_mse
```

```
'PopulationBias.mse_tendsto_bias_sq' depends on axioms: [propext, Classical.choice, Quot.sound]
'PopulationBias.hitProbability_le' depends on axioms: [propext, Classical.choice, Quot.sound]
'PopulationBias.two_walker_mse' depends on axioms: [propext, Classical.choice, Quot.sound]
```

## The induction in the code

`mean_copies_succ` splits off the first copy: `Fin.cons a x` puts $a$ in front of the remaining list, and the product weight factorises. `single_copy_error` expands the square around an arbitrary centre `m`, then sets it to the mean, where the cross term vanishes.

`sum_error` is the induction. The phrase `generalizing c` keeps the offset free, so that the induction hypothesis can be applied at `c - R a`. The main theorem, `mse_eq_bias_sq_add_variance_div`, rewrites the average as a sum divided by $M$ and takes $c=M\theta$.

`mse_tendsto_bias_sq` uses this formula for all $M>0$ and the limit $V/M\to0$. In `hitProbability_le`, the indicator is compared with the squared deviation list by list: `split_ifs` separates hits from misses, and `abs_sub_le` supplies the triangle inequality. `two_walker_mse` evaluates the target, mean and variance by finite sums, then inserts them into the main theorem.
